# Periodic images of a thin sheet: at fixed relative error in the Coulomb interaction, the layer spacing must grow linearly with the number of k points per direction

Q: Suppose I converge the cell height of a two-dimensional crystal on a coarse k mesh, then double the mesh and keep the height. At the smallest nonzero wavevector, a 1% error that the periodic copies cause in the Coulomb interaction can become 15%. Does your formal statement capture that?

A: It does for infinitely thin sheets with the bare Coulomb interaction. At in-plane wavevector $q>0$, two sheets a distance $|z|$ apart interact as $(2\pi/q)e^{-q|z|}$ in atomic units. The layer itself ($n=0$) and its copies sit at heights $nL$, with $n$ any integer and $L>0$ the layer spacing. With $r=e^{-qL}<1$, the terms $n\ge0$ and $n<0$ are geometric series:

$$\frac{2\pi}{q}\left(\frac{1}{1-r}+\frac{r}{1-r}\right)=\frac{2\pi}{q}\left(1+\frac{2r}{1-r}\right)=\frac{2\pi}{q}+\frac{4\pi/q}{e^{qL}-1}.$$

The isolated layer contributes $2\pi/q$, so the last term is the error $\Delta(q,L)$.

Q: And its limits?

A: At fixed $q$ the exponential grows with $L$, so $\Delta\to0$. At fixed $L$,

$$q^2\Delta=\frac{4\pi}{(e^{qL}-1)/q}\to\frac{4\pi}{L}\qquad(q\to0^+),$$

because the denominator tends to the slope of $e^{qL}$ at $q=0$, which is $L$.

Q: That is still not a statement about meshes.

A: Fix a relative tolerance $\delta>0$. Dividing $\Delta$ by $2\pi/q$ gives

$$\frac{2}{e^{qL}-1}\le\delta\iff e^{qL}\ge1+\frac2\delta\iff L\ge\frac{\log(1+2/\delta)}{q}.$$

Methods such as exact exchange and $GW$ use the Coulomb interaction at differences of k points, plus reciprocal-lattice vectors. Along a direction of period $a$ with $N$ mesh points, the nonzero wavevectors of this kind have lengths $q_j=2\pi j/(Na)$ with $j\ge1$. The smallest, $q_1$, is the most demanding, so all of them meet the tolerance exactly when

$$L\ge N\,\frac{a\log(1+2/\delta)}{2\pi}.$$

Q: Put numbers in.

A: Take $a=5$ bohr, $N=10$ and $\delta=0.01$. Then $\log 201\approx5.303$, and $L$ must be at least about $42.2$ bohr. For $N=20$ it must be about $84.4$ bohr. If you stay at $42.2$, then $e^{q_1L}\approx\sqrt{201}\approx14.18$, and the relative error is $2/13.18\approx15\%$.

Q: Now the code. Did you simply define the error to be your formula?

A: No. `sheetInteraction` is the postulated interaction, the Coulomb potential Fourier-transformed in the plane only. `imageError` is the sum over all integers minus the isolated-layer value, and `meshVector` is $q_j$.

In Lean 4 with Mathlib:

```lean
import Mathlib

open Filter Topology

namespace LayerImageError

noncomputable section

/-- Coulomb interaction, in atomic units, of two parallel sheets a distance `|z|` apart at
in-plane wavevector `q`; the domain is `q > 0`. -/
def sheetInteraction (q z : ℝ) : ℝ := 2 * Real.pi / q * Real.exp (-q * |z|)

/-- Interaction of a layer with itself and all its periodic copies, at heights `n L`, minus the
value for the isolated layer; the domain is `q > 0`, `L > 0`. -/
def imageError (q L : ℝ) : ℝ :=
  (∑' n : ℤ, sheetInteraction q (n * L)) - sheetInteraction q 0

/-- The `j`-th wavevector of a mesh of `N` points along a direction with lattice period `a`;
the domain is `N > 0`, `a > 0`. -/
def meshVector (N : ℕ) (a : ℝ) (j : ℕ) : ℝ := 2 * Real.pi * j / (N * a)
```

Q: What physics have you left out?

A: Layer thickness, screening and the $q=0$ term. All copies carry the same charge modulation, in phase. In an oblique lattice, $a$ must be read as the spacing between lattice rows, so that $2\pi/a$ is the length of the reciprocal vector. The index $j$ has no upper bound, so wavevectors beyond the first zone are included; for $N=1$ the smallest is already a reciprocal-lattice vector.

Q: How does the proof begin?

A: With the value at zero separation, and with the fact that the layer at height $nL$ contributes $(2\pi/q)r^n$ for natural $n$.

```lean
/-- The interaction of a layer with itself is `2π/q`. -/
theorem sheetInteraction_zero (q : ℝ) : sheetInteraction q 0 = 2 * Real.pi / q := by
  simp [sheetInteraction]

/-- For `L > 0`, each further layer spacing `L` multiplies the interaction by the same factor
`exp(-qL)`. -/
theorem sheetInteraction_layer (q : ℝ) {L : ℝ} (hL : 0 < L) (n : ℕ) :
    sheetInteraction q (n * L) = 2 * Real.pi / q * Real.exp (-(q * L)) ^ n := by
  have hn : (0 : ℝ) ≤ n * L := by positivity
  unfold sheetInteraction
  rw [abs_of_nonneg hn, ← Real.exp_nat_mul]
  congr 2
  ring
```

Next, `HasSum` states that the series over all integers converges to the given value. `up` sums $n\ge0$; `down` uses evenness in $z$ to sum the heights $-(n+1)L$. `HasSum.of_nat_of_neg_add_one` joins them, and `hval` is the algebra of the first display.

```lean
/-- For `q, L > 0` the interactions of a layer with itself and all its periodic copies sum to the
isolated-layer value `2π/q` plus `(4π/q)/(exp(qL) - 1)`. -/
theorem hasSum_layers {q L : ℝ} (hq : 0 < q) (hL : 0 < L) :
    HasSum (fun n : ℤ => sheetInteraction q (n * L))
      (2 * Real.pi / q + 4 * Real.pi / q / (Real.exp (q * L) - 1)) := by
  have hqL : 0 < q * L := mul_pos hq hL
  have hr : Real.exp (-(q * L)) < 1 := Real.exp_lt_one_iff.2 (by linarith)
  have geo := hasSum_geometric_of_lt_one (Real.exp_pos (-(q * L))).le hr
  -- the layer itself and the copies above it
  have up : HasSum (fun n : ℕ => sheetInteraction q (((n : ℤ) : ℝ) * L))
      (2 * Real.pi / q * (1 - Real.exp (-(q * L)))⁻¹) := by
    have e : (fun n : ℕ => sheetInteraction q (((n : ℤ) : ℝ) * L))
        = fun n : ℕ => 2 * Real.pi / q * Real.exp (-(q * L)) ^ n := by
      funext n
      rw [Int.cast_natCast, sheetInteraction_layer q hL n]
    rw [e]
    exact geo.mul_left _
  -- the copies below it
  have down : HasSum (fun n : ℕ => sheetInteraction q (((-((n : ℤ) + 1) : ℤ) : ℝ) * L))
      (2 * Real.pi / q * Real.exp (-(q * L)) * (1 - Real.exp (-(q * L)))⁻¹) := by
    have e : (fun n : ℕ => sheetInteraction q (((-((n : ℤ) + 1) : ℤ) : ℝ) * L))
        = fun n : ℕ => 2 * Real.pi / q * Real.exp (-(q * L)) * Real.exp (-(q * L)) ^ n := by
      funext n
      have hz : ((-((n : ℤ) + 1) : ℤ) : ℝ) * L = -(((n + 1 : ℕ) : ℝ) * L) := by
        push_cast
        ring
      have heven : ∀ z, sheetInteraction q (-z) = sheetInteraction q z := by
        intro z
        simp only [sheetInteraction, abs_neg]
      rw [hz, heven, sheetInteraction_layer q hL (n + 1), pow_succ]
      ring
    rw [e]
    exact geo.mul_left _
  have total : HasSum (fun n : ℤ => sheetInteraction q (n * L))
      (2 * Real.pi / q * (1 - Real.exp (-(q * L)))⁻¹
        + 2 * Real.pi / q * Real.exp (-(q * L)) * (1 - Real.exp (-(q * L)))⁻¹) :=
    HasSum.of_nat_of_neg_add_one up down
  -- the two geometric sums combine to the stated value
  have hE : Real.exp (q * L) - 1 ≠ 0 := (sub_pos.2 (Real.one_lt_exp_iff.2 hqL)).ne'
  have hE0 : Real.exp (q * L) ≠ 0 := (Real.exp_pos _).ne'
  have hinv : (1 - (Real.exp (q * L))⁻¹)⁻¹ = Real.exp (q * L) / (Real.exp (q * L) - 1) := by
    rw [show 1 - (Real.exp (q * L))⁻¹ = (Real.exp (q * L) - 1) / Real.exp (q * L) by
      rw [sub_div, div_self hE0, one_div], inv_div]
  have hval : 2 * Real.pi / q + 4 * Real.pi / q / (Real.exp (q * L) - 1)
      = 2 * Real.pi / q * (1 - Real.exp (-(q * L)))⁻¹
        + 2 * Real.pi / q * Real.exp (-(q * L)) * (1 - Real.exp (-(q * L)))⁻¹ := by
    rw [Real.exp_neg, hinv]
    have h1 := mul_inv_cancel₀ hE
    have h2 := mul_inv_cancel₀ hE0
    generalize Real.exp (q * L) = E at h1 h2 ⊢
    linear_combination (-(2 * Real.pi / q)) * h1 - 2 * Real.pi / q * (E - 1)⁻¹ * h2
  rw [hval]
  exact total
```

Subtracting the isolated layer gives the closed form.

```lean
/-- For `q, L > 0` the error caused by the periodic copies is `(4π/q)/(exp(qL) - 1)`. -/
theorem imageError_eq {q L : ℝ} (hq : 0 < q) (hL : 0 < L) :
    imageError q L = 4 * Real.pi / q / (Real.exp (q * L) - 1) := by
  rw [imageError, (hasSum_layers hq hL).tsum_eq, sheetInteraction_zero]
  ring
```

Q: And the two limits?

A: For large $L$, the proof sends the denominator to infinity and uses the closed form where $L>0$.

```lean
/-- At fixed wavevector `q > 0` the error vanishes as the layer spacing grows. -/
theorem imageError_tendsto_zero {q : ℝ} (hq : 0 < q) :
    Tendsto (fun L => imageError q L) atTop (𝓝 0) := by
  have h1 : Tendsto (fun L : ℝ => Real.exp (q * L)) atTop atTop :=
    Real.tendsto_exp_atTop.comp (tendsto_id.const_mul_atTop hq)
  have h2 : Tendsto (fun L : ℝ => Real.exp (q * L) - 1) atTop atTop := by
    simpa only [sub_eq_add_neg] using tendsto_atTop_add_const_right atTop (-1 : ℝ) h1
  refine (h2.const_div_atTop (4 * Real.pi / q)).congr' ?_
  filter_upwards [eventually_gt_atTop (0 : ℝ)] with L hL
  exact (imageError_eq hq hL).symm
```

For small $q$, `hd` supplies the derivative and `tendsto_slope_zero_right` turns it into the limit of the difference quotient. The filter `𝓝[>] 0` means approach from above.

```lean
/-- At fixed layer spacing `L > 0` the error times `q²` tends to `4π/L` as `q` tends to zero
from above. -/
theorem sq_mul_imageError_tendsto {L : ℝ} (hL : 0 < L) :
    Tendsto (fun q => q ^ 2 * imageError q L) (𝓝[>] 0) (𝓝 (4 * Real.pi / L)) := by
  -- the slope of exp(qL) at q = 0 is L
  have hd : HasDerivAt (fun q : ℝ => Real.exp (q * L)) L 0 := by
    convert ((hasDerivAt_id' (0 : ℝ)).mul_const L).exp using 1
    simp
  have hlim := (tendsto_const_nhds (x := 4 * Real.pi)).div hd.tendsto_slope_zero_right hL.ne'
  refine hlim.congr' ?_
  filter_upwards [self_mem_nhdsWithin] with q hq
  have hq' : 0 < q := hq
  have hE : Real.exp (q * L) - 1 ≠ 0 :=
    (sub_pos.2 (Real.one_lt_exp_iff.2 (mul_pos hq' hL))).ne'
  rw [imageError_eq hq' hL]
  simp only [Pi.div_apply, zero_add, zero_mul, Real.exp_zero, smul_eq_mul]
  field_simp
```

Q: Is the tolerance criterion an equivalence, or only a sufficient condition?

A: An equivalence. `key` rearranges the inequality for the exponential, and `Real.log_le_iff_le_exp` takes the logarithm.

```lean
/-- For `q, L, δ > 0` the error is at most a fraction `δ` of the isolated-layer value exactly
when the layer spacing is at least `log(1 + 2/δ)/q`. -/
theorem imageError_le_iff {q L δ : ℝ} (hq : 0 < q) (hL : 0 < L) (hδ : 0 < δ) :
    imageError q L ≤ δ * sheetInteraction q 0 ↔ Real.log (1 + 2 / δ) / q ≤ L := by
  have hE : 0 < Real.exp (q * L) - 1 := sub_pos.2 (Real.one_lt_exp_iff.2 (mul_pos hq hL))
  have hpos : 0 < 2 * Real.pi / q := by positivity
  have key : 2 / (Real.exp (q * L) - 1) ≤ δ ↔ 1 + 2 / δ ≤ Real.exp (q * L) := by
    rw [div_le_iff₀ hE, ← le_sub_iff_add_le', div_le_iff₀ hδ, mul_comm]
  have herr : imageError q L = 2 * Real.pi / q * (2 / (Real.exp (q * L) - 1)) := by
    rw [imageError_eq hq hL]
    ring
  rw [div_le_iff₀ hq, Real.log_le_iff_le_exp (by positivity), mul_comm L q, herr,
    sheetInteraction_zero, mul_comm δ]
  constructor
  · intro h
    exact key.1 (le_of_mul_le_mul_left h hpos)
  · intro h
    exact mul_le_mul_of_nonneg_left (key.2 h) hpos.le
```

The mesh theorem applies this at each $q_j$, where the condition becomes a lower bound on $Lj$. In one direction it takes $j=1$; in the other it uses $L\le Lj$.

```lean
/-- For a mesh of `N > 0` points, lattice period `a > 0`, spacing `L > 0` and tolerance `δ > 0`,
the relative error is at most `δ` at every wavevector with `j ≥ 1` exactly when `L` is at least
`N` times the length `a log(1 + 2/δ)/(2π)`. -/
theorem mesh_vacuum_iff {N : ℕ} {a L δ : ℝ} (hN : 0 < N) (ha : 0 < a) (hL : 0 < L)
    (hδ : 0 < δ) :
    (∀ j : ℕ, 1 ≤ j → imageError (meshVector N a j) L
        ≤ δ * sheetInteraction (meshVector N a j) 0) ↔
      N * (a * Real.log (1 + 2 / δ) / (2 * Real.pi)) ≤ L := by
  have hN' : (0 : ℝ) < N := Nat.cast_pos.2 hN
  have hpi := Real.pi_pos
  have key : ∀ j : ℕ, 1 ≤ j → (imageError (meshVector N a j) L
      ≤ δ * sheetInteraction (meshVector N a j) 0 ↔
        N * (a * Real.log (1 + 2 / δ) / (2 * Real.pi)) ≤ L * j) := by
    intro j hj
    have hj' : (0 : ℝ) < j := Nat.cast_pos.2 hj
    have hq : 0 < meshVector N a j := by
      unfold meshVector
      positivity
    have hlen : Real.log (1 + 2 / δ) / meshVector N a j
        = N * (a * Real.log (1 + 2 / δ) / (2 * Real.pi)) / j := by
      unfold meshVector
      generalize Real.log (1 + 2 / δ) = l
      field_simp
    rw [imageError_le_iff hq hL hδ, hlen, div_le_iff₀ hj']
  constructor
  · -- the smallest wavevector sets the requirement
    intro h
    have h1 := (key 1 le_rfl).1 (h 1 le_rfl)
    rwa [Nat.cast_one, mul_one] at h1
  · intro h j hj
    have hj' : (1 : ℝ) ≤ j := by exact_mod_cast hj
    exact (key j hj).2 (h.trans (le_mul_of_one_le_right hL.le hj'))

end

end LayerImageError
```

```lean
#print axioms LayerImageError.sheetInteraction_layer
-- 'LayerImageError.sheetInteraction_layer' depends on axioms: [propext, Classical.choice, Quot.sound]
#print axioms LayerImageError.imageError_tendsto_zero
-- 'LayerImageError.imageError_tendsto_zero' depends on axioms: [propext, Classical.choice, Quot.sound]
#print axioms LayerImageError.sq_mul_imageError_tendsto
-- 'LayerImageError.sq_mul_imageError_tendsto' depends on axioms: [propext, Classical.choice, Quot.sound]
#print axioms LayerImageError.mesh_vacuum_iff
-- 'LayerImageError.mesh_vacuum_iff' depends on axioms: [propext, Classical.choice, Quot.sound]
```

Q: So what may I take to my supercell calculations?

A: Suppose your method uses the Coulomb interaction at differences of k points. For thin, unscreened sheets and an untruncated interaction, doubling $N$ at fixed $a$ and $\delta$ then doubles the layer spacing needed to keep the relative error of the interaction within $\delta$ at every nonzero mesh wavevector. A ground-state calculation with a semilocal functional is different: its density has the period of the lattice, so a finer k mesh brings no smaller wavevector into the Hartree term.
